# An error bound for bath correlations under moment-matched discretisation

Take a flat spectral density $J=1$ on $[-1,1]$ and replace this continuum by a single mode of frequency $0$ and weight $2$. The mode has the same total weight as the continuum, $\int_{-1}^{1}dx=2$, and the same first moment, $\int_{-1}^{1}x\,dx=0$. Expand the phase $e^{-ixt}=1-ixt-\tfrac12x^2t^2+\cdots$. The first two terms integrate to the same values on both sides, so the correlations first differ at order $t^2$:

$$\int_{-1}^{1}e^{-ixt}\,dx-2=-\frac{t^2}{3}+\cdots$$

Matching more moments postpones the disagreement to a higher power of $t$. The problems below bound what is left.

## The bath and its replacement

Let $W\ge 0$ be the band edge and $J$ a spectral density on $[-W,W]$, with integral $M$. Units have $\hbar=1$, and any prefactor or thermal factor is absorbed in $J$. The exact correlation (`bathCorrelation`) and that of finitely many modes with frequencies $\omega_j$ and weights $g_j$ (`discreteCorrelation`) are

$$C(t)=\int_{-W}^{W}J(x)e^{-ixt}\,dx,\qquad C_d(t)=\sum_j g_j e^{-i\omega_jt}.$$

The $g_j$ play the part of squared couplings, which is why they are required to be nonnegative.

```lean
import Mathlib

open Filter Topology
open scoped Nat

namespace GaussianBathDiscretisation

noncomputable section

/-- The bath correlation at time `t`: the integral of `J(ω) exp(-iωt)` over the band `[-W, W]`. -/
def bathCorrelation (J : ℝ → ℝ) (W t : ℝ) : ℂ :=
  ∫ x in (-W)..W, (J x : ℂ) * Complex.exp (-Complex.I * t * x)

/-- The correlation at time `t` of finitely many modes with frequencies `ω j` and weights `g j`. -/
def discreteCorrelation {ι : Type*} [Fintype ι] (ω g : ι → ℝ) (t : ℝ) : ℂ :=
  ∑ j, (g j : ℂ) * Complex.exp (-Complex.I * t * ω j)
```

`IsBathRule J W m ω g` says that the frequencies lie in the band, the weights are nonnegative, and $\sum_j g_j\omega_j^k=\int_{-W}^{W} J(x)x^k\,dx$ for every $k<m$. The modes are labelled by any finite type `ι`, so their number is not tied to $m$. That such a rule exists is a hypothesis; Gaussian quadrature is the usual source, with $n$ modes for $m=2n$.

```lean
/-- A discretised bath: frequencies in the band, nonnegative weights, and the moments of `J`
of every order below `m` reproduced. -/
structure IsBathRule {ι : Type*} [Fintype ι] (J : ℝ → ℝ) (W : ℝ) (m : ℕ)
    (ω g : ι → ℝ) : Prop where
  mem_band : ∀ j, ω j ∈ Set.Icc (-W) W
  weight_nonneg : ∀ j, 0 ≤ g j
  moments : ∀ k < m, ∑ j, g j * ω j ^ k = ∫ x in (-W)..W, J x * x ^ k
```

The last definition is the Taylor remainder $R_m(z)=e^z-\sum_{k<m}z^k/k!$, so that $R_0(z)=e^z$.

```lean
/-- What remains of `exp z` after its first `m` Taylor terms are removed. -/
def expRemainder (m : ℕ) (z : ℂ) : ℂ :=
  Complex.exp z - ∑ k ∈ Finset.range m, z ^ k / (k ! : ℂ)
```

## (a) Removing one more term

Express the next remainder through the present one:
$$R_{m+1}(z)=R_m(z)-\frac{z^m}{m!}.$$

**Solution.** The sum over $k<m+1$ is the sum over $k<m$ plus the term $k=m$. In Lean, `Finset.sum_range_succ` splits off that term.

```lean
/-- Removing one more Taylor term lowers the remainder by that term. -/
theorem expRemainder_succ (m : ℕ) :
    expRemainder (m + 1) = fun z => expRemainder m z - z ^ m / (m ! : ℂ) := by
  funext z
  simp only [expRemainder, Finset.sum_range_succ]
  ring
```

## (b) Differentiating the remainder

Show that differentiation lowers the order by one:
$$R_{m+1}'(z)=R_m(z).$$

**Solution.** For $m=0$, $(e^z-1)'=e^z$. If the claim holds for $m$, then (a) gives
$$R_{m+2}'(z)=R_{m+1}'(z)-\frac{(m+1)z^m}{(m+1)!}=R_m(z)-\frac{z^m}{m!}=R_{m+1}(z).$$
The Lean induction is the same; its last lines cancel the factor $m+1$ in the factorial.

```lean
/-- The derivative of the Taylor remainder is the remainder of one order less. -/
theorem hasDerivAt_expRemainder (m : ℕ) (z : ℂ) :
    HasDerivAt (expRemainder (m + 1)) (expRemainder m z) z := by
  induction m with
  | zero =>
    have h : expRemainder (0 + 1) = fun w => Complex.exp w - 1 := by
      funext w
      simp [expRemainder]
    rw [h]
    simpa [expRemainder] using (Complex.hasDerivAt_exp z).sub_const 1
  | succ m ih =>
    have h := ih.fun_sub ((hasDerivAt_pow (m + 1) z).div_const ((m + 1)! : ℂ))
    rw [expRemainder_succ (m + 1)]
    refine h.congr_deriv ?_
    rw [expRemainder_succ m]
    have hm : (m ! : ℂ) ≠ 0 := Nat.cast_ne_zero.mpr (Nat.factorial_ne_zero m)
    have h1 : (m : ℂ) + 1 ≠ 0 := Nat.cast_add_one_ne_zero m
    congr 1
    simp only [Nat.factorial_succ, Nat.cast_mul, Nat.cast_add, Nat.cast_one,
      Nat.add_sub_cancel]
    rw [div_eq_div_iff (mul_ne_zero h1 hm) hm]
    ring
```

## (c) The remainder at an imaginary exponent

For $\operatorname{Re}c=0$, show
$$|R_m(c)|\le\frac{|c|^m}{m!}.$$

**Solution.** Prove $|R_m(sc)|\le (s|c|)^m/m!$ for all $s\ge0$ by induction on $m$, then set $s=1$. For $m=0$, $|e^{sc}|=1$. For the step, (b) and the induction hypothesis give
$$\left|\frac{d}{ds}R_{m+1}(sc)\right|=|c|\,|R_m(sc)|\le|c|\frac{(s|c|)^m}{m!}=\frac{d}{ds}\frac{(s|c|)^{m+1}}{(m+1)!}.$$
Both $R_{m+1}(sc)$ and the comparison function vanish at $s=0$, so the bound on derivatives passes to the functions.

In the code, `hd` and `hB` are the two derivatives, and `image_norm_le_of_norm_deriv_right_le_deriv_boundary` is the comparison.

```lean
/-- For a purely imaginary exponent `c`, the Taylor remainder of order `m` is at most
`‖c‖ ^ m / m!`. -/
theorem norm_expRemainder_le (c : ℂ) (hc : c.re = 0) (m : ℕ) :
    ‖expRemainder m c‖ ≤ ‖c‖ ^ m / (m ! : ℝ) := by
  -- follow the remainder along the ray from 0 to c
  suffices H : ∀ s : ℝ, 0 ≤ s →
      ‖expRemainder m (s * c)‖ ≤ (s * ‖c‖) ^ m / (m ! : ℝ) by
    simpa using H 1 zero_le_one
  induction m with
  | zero =>
    intro s _
    simp [expRemainder, Complex.norm_exp, hc]
  | succ m ih =>
    intro s hs
    have hd : ∀ x : ℝ, HasDerivAt (fun y : ℝ => expRemainder (m + 1) (y * c))
        (expRemainder m (x * c) * c) x := by
      intro x
      have h1 : HasDerivAt (fun y : ℝ => (y : ℂ) * c) c x := by
        simpa using ((hasDerivAt_id x).ofReal_comp).mul_const c
      have h2 : HasDerivAt (expRemainder (m + 1)) (expRemainder m (x * c))
          ((fun y : ℝ => (y : ℂ) * c) x) := hasDerivAt_expRemainder m (x * c)
      exact HasDerivAt.comp x h2 h1
    have hB : ∀ x : ℝ, HasDerivAt (fun y : ℝ => (y * ‖c‖) ^ (m + 1) / ((m + 1)! : ℝ))
        ((x * ‖c‖) ^ m / (m ! : ℝ) * ‖c‖) x := by
      intro x
      have h := (((hasDerivAt_id' x).mul_const ‖c‖).fun_pow (m + 1)).div_const
        ((m + 1)! : ℝ)
      refine h.congr_deriv ?_
      have hm : (m ! : ℝ) ≠ 0 := Nat.cast_ne_zero.mpr (Nat.factorial_ne_zero m)
      have h1 : (m : ℝ) + 1 ≠ 0 := Nat.cast_add_one_ne_zero m
      simp only [Nat.factorial_succ, Nat.cast_mul, Nat.cast_add, Nat.cast_one,
        Nat.add_sub_cancel]
      rw [div_mul_eq_mul_div, div_eq_div_iff (mul_ne_zero h1 hm) hm]
      ring
    refine image_norm_le_of_norm_deriv_right_le_deriv_boundary (a := 0) (b := s)
      (fun x _ => (hd x).continuousAt.continuousWithinAt)
      (fun x _ => (hd x).hasDerivWithinAt) ?_ hB ?_ ⟨hs, le_rfl⟩
    · simp [expRemainder, Finset.sum_range_succ']
    · intro x hx
      exact (norm_mul _ _).trans_le
        (mul_le_mul_of_nonneg_right (ih x hx.1) (norm_nonneg c))
```

## (d) Integrability on the band

For $J$ continuous on $[-W,W]$ and $f:\mathbb R\to\mathbb C$ continuous, show
$$\int_{-W}^{W}|J(x)f(x)|\,dx<\infty.$$

**Solution.** The product is continuous on a closed bounded interval, hence bounded and integrable there. This licenses splitting the integrals below.

```lean
/-- A spectral density continuous on the band stays integrable there when multiplied by a
continuous function. -/
theorem integrable_density_mul {J : ℝ → ℝ} {W : ℝ} (hW : 0 ≤ W)
    (hJ : ContinuousOn J (Set.Icc (-W) W)) {f : ℝ → ℂ} (hf : Continuous f) :
    IntervalIntegrable (fun x => (J x : ℂ) * f x) MeasureTheory.volume (-W) W := by
  apply ContinuousOn.intervalIntegrable
  rw [Set.uIcc_of_le (by linarith)]
  exact (Complex.continuous_ofReal.comp_continuousOn hJ).mul hf.continuousOn
```

## (e) Exactness on the Taylor polynomial

For $J$ continuous on the band and a rule matching the moments below $m$, show
$$\int_{-W}^{W}J(x)\sum_{k<m}\frac{(-itx)^k}{k!}\,dx=\sum_jg_j\sum_{k<m}\frac{(-it\omega_j)^k}{k!}.$$

**Solution.** Exchange the sum over $k$ with the integral on the left and with the sum over $j$ on the right. The terms of order $k$ are
$$\frac{(-it)^k}{k!}\int_{-W}^{W}J(x)x^k\,dx\quad\text{and}\quad\frac{(-it)^k}{k!}\sum_jg_j\omega_j^k,$$
which agree by moment matching. In Lean, `hx` extracts the constant and `h.moments` supplies the equality.

```lean
variable {ι : Type*} [Fintype ι] {J : ℝ → ℝ} {W : ℝ} {ω g : ι → ℝ}

/-- For `J` continuous on the band, a rule matching the moments below `m` integrates the first
`m` Taylor terms of the phase `exp(-iωt)` exactly. -/
theorem taylor_part_exact {m : ℕ} (hW : 0 ≤ W) (hJ : ContinuousOn J (Set.Icc (-W) W))
    (h : IsBathRule J W m ω g) (t : ℝ) :
    ∫ x in (-W)..W, (J x : ℂ) *
        ∑ k ∈ Finset.range m, (-Complex.I * t * x) ^ k / (k ! : ℂ) =
      ∑ j, (g j : ℂ) * ∑ k ∈ Finset.range m, (-Complex.I * t * ω j) ^ k / (k ! : ℂ) := by
  simp only [Finset.mul_sum]
  rw [intervalIntegral.integral_finsetSum
    (fun k _ => integrable_density_mul hW hJ (by fun_prop)), Finset.sum_comm]
  refine Finset.sum_congr rfl fun k hk => ?_
  -- each Taylor term is a constant times a moment
  have hx : ∀ x : ℝ, (J x : ℂ) * ((-Complex.I * t * x) ^ k / (k ! : ℂ)) =
      (-Complex.I * t) ^ k / (k ! : ℂ) * ((J x * x ^ k : ℝ) : ℂ) := by
    intro x
    rw [mul_pow (-Complex.I * (t : ℂ))]
    push_cast
    ring
  simp only [hx]
  rw [intervalIntegral.integral_const_mul, intervalIntegral.integral_ofReal,
    ← h.moments k (Finset.mem_range.mp hk), Complex.ofReal_sum, Finset.mul_sum]
  refine Finset.sum_congr rfl fun j _ => ?_
  rw [mul_pow (-Complex.I * (t : ℂ))]
  push_cast
  ring
```

## (f) The error after matching $m$ moments

Let $J\ge0$ be continuous on the band and let $m\ge1$. Show for every real $t$
$$|C(t)-C_d(t)|\le 2M\frac{(W|t|)^m}{m!}.$$

**Solution.** Split each exponential into Taylor polynomial and remainder. By (e) the polynomials cancel:
$$C(t)-C_d(t)=\int_{-W}^{W}J(x)R_m(-itx)\,dx-\sum_jg_jR_m(-it\omega_j).$$
For $|x|\le W$, (c) gives $|R_m(-itx)|\le(W|t|)^m/m!$. As $J\ge0$, the integral is at most $M(W|t|)^m/m!$ in modulus. As $g_j\ge0$, the sum is at most $\sum_jg_j$ times the same factor, and the zeroth moment, available because $m\ge1$, gives $\sum_jg_j=M$. Add the two.

Here `hR` is the pointwise bound, `e3` the cancellation, `b1` and `b2` the two estimates, and `hsum` the total weight.

```lean
/-- For `J` nonnegative and continuous on the band, a rule matching the moments below `m ≥ 1`
has correlation error at most `2 M (W|t|)^m / m!`, where `M` is the integral of `J`. -/
theorem correlation_error_le {m : ℕ} (hm : 0 < m) (hW : 0 ≤ W)
    (hJ : ContinuousOn J (Set.Icc (-W) W)) (hpos : ∀ x ∈ Set.Icc (-W) W, 0 ≤ J x)
    (h : IsBathRule J W m ω g) (t : ℝ) :
    ‖bathCorrelation J W t - discreteCorrelation ω g t‖ ≤
      2 * (∫ x in (-W)..W, J x) * ((W * |t|) ^ m / (m ! : ℝ)) := by
  have hle : -W ≤ W := by linarith
  have hR : ∀ x ∈ Set.Icc (-W) W,
      ‖expRemainder m (-Complex.I * t * x)‖ ≤ (W * |t|) ^ m / (m ! : ℝ) := by
    intro x hx
    refine (norm_expRemainder_le _ (by simp) m).trans ?_
    have hn : ‖-Complex.I * (t : ℂ) * (x : ℂ)‖ = |x| * |t| := by
      rw [norm_mul, norm_mul, norm_neg, Complex.norm_I, Complex.norm_real,
        Complex.norm_real, Real.norm_eq_abs, Real.norm_eq_abs]
      ring
    have hxW : |x| ≤ W := abs_le.mpr hx
    rw [hn]
    gcongr
  -- the Taylor parts cancel, only the remainders survive
  have e1 : ∫ x in (-W)..W, (J x : ℂ) * expRemainder m (-Complex.I * t * x) =
      bathCorrelation J W t - ∫ x in (-W)..W, (J x : ℂ) *
        ∑ k ∈ Finset.range m, (-Complex.I * t * x) ^ k / (k ! : ℂ) := by
    unfold bathCorrelation
    rw [← intervalIntegral.integral_sub (integrable_density_mul hW hJ (by fun_prop))
      (integrable_density_mul hW hJ (by fun_prop))]
    simp only [expRemainder, mul_sub]
  have e2 : ∑ j, (g j : ℂ) * expRemainder m (-Complex.I * t * ω j) =
      discreteCorrelation ω g t - ∑ j, (g j : ℂ) *
        ∑ k ∈ Finset.range m, (-Complex.I * t * ω j) ^ k / (k ! : ℂ) := by
    simp only [discreteCorrelation, expRemainder, mul_sub, Finset.sum_sub_distrib]
  have e3 : bathCorrelation J W t - discreteCorrelation ω g t =
      (∫ x in (-W)..W, (J x : ℂ) * expRemainder m (-Complex.I * t * x)) -
        ∑ j, (g j : ℂ) * expRemainder m (-Complex.I * t * ω j) := by
    rw [e1, e2, taylor_part_exact hW hJ h t]
    ring
  have b1 : ‖∫ x in (-W)..W, (J x : ℂ) * expRemainder m (-Complex.I * t * x)‖ ≤
      (∫ x in (-W)..W, J x) * ((W * |t|) ^ m / (m ! : ℝ)) := by
    rw [← intervalIntegral.integral_mul_const]
    refine intervalIntegral.norm_integral_le_of_norm_le hle
      (Eventually.of_forall fun x hx => ?_)
      ((hJ.intervalIntegrable_of_Icc hle).mul_const _)
    have hx' := Set.Ioc_subset_Icc_self hx
    rw [norm_mul, Complex.norm_real, Real.norm_of_nonneg (hpos x hx')]
    exact mul_le_mul_of_nonneg_left (hR x hx') (hpos x hx')
  -- the zeroth moment fixes the total weight
  have hsum : ∑ j, g j = ∫ x in (-W)..W, J x := by simpa using h.moments 0 hm
  have b2 : ‖∑ j, (g j : ℂ) * expRemainder m (-Complex.I * t * ω j)‖ ≤
      (∫ x in (-W)..W, J x) * ((W * |t|) ^ m / (m ! : ℝ)) := by
    rw [← hsum, Finset.sum_mul]
    refine norm_sum_le_of_le _ fun j _ => ?_
    rw [norm_mul, Complex.norm_real, Real.norm_of_nonneg (h.weight_nonneg j)]
    exact mul_le_mul_of_nonneg_left (hR _ (h.mem_band j)) (h.weight_nonneg j)
  rw [e3]
  refine (norm_sub_le _ _).trans ?_
  linarith
```

## (g) The Gaussian order

Under the same conditions on $J$, let the rule match all moments below $2n$, with $n\ge1$. Show
$$|C(t)-C_d(t)|\le\frac{2M(W|t|)^{2n}}{(2n)!}.$$

**Solution.** Put $m=2n$ in (f). For a harmonic bath coupled linearly to a system, this controls the correlation function entering the reduced dynamics, though it does not bound the error of system observables.

```lean
/-- For `J` nonnegative and continuous on the band, a rule matching the moments below `2n`,
`n ≥ 1`, has correlation error at most `2 M (W|t|)^(2n) / (2n)!`, `M` being the integral of `J`. -/
theorem gaussian_correlation_error_le {n : ℕ} (hn : 1 ≤ n) (hW : 0 ≤ W)
    (hJ : ContinuousOn J (Set.Icc (-W) W)) (hpos : ∀ x ∈ Set.Icc (-W) W, 0 ≤ J x)
    (h : IsBathRule J W (2 * n) ω g) (t : ℝ) :
    ‖bathCorrelation J W t - discreteCorrelation ω g t‖ ≤
      2 * (∫ x in (-W)..W, J x) * ((W * |t|) ^ (2 * n) / ((2 * n)! : ℝ)) :=
  correlation_error_le (by omega) hW hJ hpos h t
```

## (h) Convergence on a time window

For each $n$, let an $n$-mode rule match the moments below $2n$, and let $C_n$ be its correlation. With $J$ as before and $T\ge0$, show
$$\sup_{|t|\le T}|C_n(t)-C(t)|\longrightarrow0.$$

**Solution.** By (g), for $n\ge1$ the supremum is at most $2M(WT)^{2n}/(2n)!$, which tends to zero because the factorial outgrows the power. Lean writes the frequencies and weights as `ν n` and `c n`; `hl` is the limit.

```lean
/-- For `J` nonnegative and continuous on the band, `n`-mode rules matching the moments below
`2n` give correlations that converge to the exact one uniformly for times in `[-T, T]`. -/
theorem gaussian_correlation_tendsto (hW : 0 ≤ W)
    (hJ : ContinuousOn J (Set.Icc (-W) W)) (hpos : ∀ x ∈ Set.Icc (-W) W, 0 ≤ J x)
    (ν c : ∀ n : ℕ, Fin n → ℝ) (h : ∀ n, IsBathRule J W (2 * n) (ν n) (c n)) (T : ℝ) :
    TendstoUniformlyOn (fun n t => discreteCorrelation (ν n) (c n) t)
      (bathCorrelation J W) atTop (Set.Icc (-T) T) := by
  have hM : 0 ≤ ∫ x in (-W)..W, J x :=
    intervalIntegral.integral_nonneg (by linarith) hpos
  have h2 : Tendsto (fun n : ℕ => 2 * n) atTop atTop :=
    tendsto_atTop_mono (fun n => Nat.le_mul_of_pos_left n two_pos) tendsto_id
  -- the factorial beats the power
  have hl : Tendsto (fun n : ℕ => 2 * (∫ x in (-W)..W, J x) *
      ((W * T) ^ (2 * n) / ((2 * n)! : ℝ))) atTop (𝓝 0) := by
    simpa only [mul_zero, Function.comp_def] using
      ((FloorSemiring.tendsto_pow_div_factorial_atTop (W * T)).comp h2).const_mul
        (2 * ∫ x in (-W)..W, J x)
  rw [Metric.tendstoUniformlyOn_iff]
  intro ε hε
  filter_upwards [hl.eventually_lt_const hε, eventually_ge_atTop 1] with n hn h1 t ht
  have htT : |t| ≤ T := abs_le.mpr ht
  rw [dist_eq_norm]
  refine (gaussian_correlation_error_le h1 hW hJ hpos (h n) t).trans_lt
    (lt_of_le_of_lt ?_ hn)
  refine mul_le_mul_of_nonneg_left ?_ (by linarith)
  gcongr
```

## (i) Two modes for a flat density

For $J=1$ on $[-1,1]$, show that frequencies $\pm s$ with $s=\sqrt{1/3}$ and unit weights satisfy
$$(-s)^k+s^k=\int_{-1}^{1}x^k\,dx,\qquad k=0,1,2,3.$$

**Solution.** For $k=0$ both sides are $2$; for $k=1,3$ both vanish by symmetry; for $k=2$ both are $2s^2=2/3$. Also $s\le1$, so the frequencies lie in the band. The code runs through the four cases with `interval_cases`.

At $t=1$ the exact correlation is $2\sin1\approx1.6829$ and the two modes give $2\cos(1/\sqrt3)\approx1.6758$. The error is about $0.0071$, while (g) with $M=2$, $W=1$, $n=2$ allows $4/4!\approx0.167$.

```lean
/-- For the flat density `J = 1` on `[-1, 1]`, the two frequencies `±√(1/3)` with unit weights
match all moments of order below four. -/
theorem gaussLegendre_two_witness :
    IsBathRule (fun _ => 1) 1 (2 * 2) ![-√(1 / 3 : ℝ), √(1 / 3 : ℝ)] (fun _ => 1) := by
  have hs : √(1 / 3 : ℝ) ^ 2 = 1 / 3 := Real.sq_sqrt (by norm_num)
  have h0 : 0 ≤ √(1 / 3 : ℝ) := Real.sqrt_nonneg _
  have h1 : √(1 / 3 : ℝ) ≤ 1 := by nlinarith
  refine ⟨Fin.forall_fin_two.mpr ⟨?_, ?_⟩, fun _ => zero_le_one, ?_⟩
  · show -√(1 / 3 : ℝ) ∈ Set.Icc (-1 : ℝ) 1
    constructor <;> linarith
  · show √(1 / 3 : ℝ) ∈ Set.Icc (-1 : ℝ) 1
    constructor <;> linarith
  · intro k hk
    simp only [one_mul, integral_pow, Fin.sum_univ_two, Matrix.cons_val_zero,
      Matrix.cons_val_one]
    generalize √(1 / 3 : ℝ) = s at hs ⊢
    have hk' : k < 4 := hk
    clear hk
    interval_cases k
    · push_cast
      ring
    · push_cast
      ring
    · push_cast
      linear_combination 2 * hs
    · push_cast
      ring

end

end GaussianBathDiscretisation
```

```lean
#print axioms GaussianBathDiscretisation.gaussian_correlation_error_le
#print axioms GaussianBathDiscretisation.gaussian_correlation_tendsto
```

```
'GaussianBathDiscretisation.gaussian_correlation_error_le' depends on axioms: [propext, Classical.choice, Quot.sound]
'GaussianBathDiscretisation.gaussian_correlation_tendsto' depends on axioms: [propext, Classical.choice, Quot.sound]
```
